# Expanding 1/(1 + a/r) in an s-state radial integral creates divergences at a point nucleus

A two-component atomic calculation in the zeroth-order regular approximation (ZORA) can evaluate the factor $1/(1-V/2c^2)$ numerically at the points of a radial grid. Here $V$ is the potential and $c$ the speed of light, in atomic units. Keeping this factor as a quotient, and not as a truncated power series in $V/2c^2$, is the step examined here for one electron and a point nucleus.

## The weight and its expansion

For nuclear charge $Z$ and distance $r$ from the nucleus, $V=-Z/r$. The factor becomes $1/(1+a/r)$ with the length $a=Z/(2c^2)>0$.

```lean
import Mathlib

open MeasureTheory Set

namespace NuclearExpansionDivergence

noncomputable section
```

The volume element supplies $r^2$. The rest of the s-state integrand is replaced by a constant, as suggested by the squared radial derivative of a nonrelativistic s orbital with a cusp, which is finite and nonzero at the nucleus. A general natural power $m$ costs no extra work, so the weight is
$$w_m(r)=\frac{r^m}{1+a/r},$$
with $m=2$ for s states.

```lean
/-- The unexpanded radial weight `r^m / (1 + a/r)`, for `r > 0` and `a > 0`;
s states have `m = 2`. -/
def regularWeight (a : ℝ) (m : ℕ) (r : ℝ) : ℝ := r ^ m / (1 + a / r)
```

The geometric series in $-a/r$ has the term of order $k$
$$t_{m,k}(r)=r^m\left(-\frac ar\right)^k .$$

```lean
/-- The term of order `k` in the formal geometric expansion of the weight in powers of `a/r`,
for `r > 0`. -/
def expansionTerm (a : ℝ) (m k : ℕ) (r : ℝ) : ℝ := r ^ m * (-(a / r)) ^ k
```

Its first $N$ terms, of orders $0$ to $N-1$, add up to $T_{m,N}(r)=\sum_{k=0}^{N-1}t_{m,k}(r)$.

```lean
/-- The expansion of the weight cut off after its first `N` terms, for `r > 0`. -/
def truncatedWeight (a : ℝ) (m N : ℕ) (r : ℝ) : ℝ :=
  ∑ k ∈ Finset.range N, expansionTerm a m k r
```

All three are real functions of $r$. `IntegrableOn f (Ioo 0 R)` means Lebesgue integrability on the open interval $(0,R)$, so the integral of $|f|$ must be finite. The weight is taken as given: neither its derivation from the Dirac equation nor the true orbital shape enters.

## (a) Powers of r at the origin

Let $R>0$ and let $m,k$ be natural numbers. Show that
$$\int_0^R\frac{r^m}{r^k}\,dr<\infty\iff k\le m .$$

Put $s=m-k$, so that the integrand is $r^s$. For $s\neq-1$ and $0<\varepsilon<R$,
$$\int_\varepsilon^R r^s\,dr=\frac{R^{s+1}-\varepsilon^{s+1}}{s+1},$$
which stays finite as $\varepsilon\to0$ exactly when $s>-1$. For $s=-1$ the integral is $\ln(R/\varepsilon)$, which diverges. Since $s$ is an integer, $s>-1$ means $s\ge0$, that is, $k\le m$.

The proof rewrites the quotient as a real power and applies Mathlib's criterion `intervalIntegral.integrableOn_Ioo_rpow_iff`. The two final branches turn $-1<m-k$ into $k\le m$ and back.

```lean
/-- The quotient `r^m / r^k` is integrable on `(0, R)` exactly when `k ≤ m`. -/
theorem integrableOn_pow_div_pow_iff {R : ℝ} (hR : 0 < R) (m k : ℕ) :
    IntegrableOn (fun r : ℝ => r ^ m / r ^ k) (Ioo 0 R) ↔ k ≤ m := by
  have h : EqOn (fun r : ℝ => r ^ m / r ^ k) (fun r => r ^ ((m : ℝ) - k)) (Ioo 0 R) := by
    intro r hr
    show r ^ m / r ^ k = r ^ ((m : ℝ) - k)
    rw [Real.rpow_sub hr.1, Real.rpow_natCast, Real.rpow_natCast]
  rw [integrableOn_congr_fun h measurableSet_Ioo, intervalIntegral.integrableOn_Ioo_rpow_iff hR]
  constructor
  · intro h1
    have h2 : (k : ℝ) < m + 1 := by linarith
    have h3 : k < m + 1 := by exact_mod_cast h2
    omega
  · intro h1
    have h2 : (k : ℝ) ≤ m := by exact_mod_cast h1
    linarith
```

## (b) A single term of the expansion

Show that, for $a,R>0$,
$$t_{m,k}\ \text{is integrable on }(0,R)\iff k\le m .$$

For $r>0$,
$$t_{m,k}(r)=(-a)^k\,\frac{r^m}{r^k}.$$
The constant $(-a)^k$ is nonzero, so it does not affect integrability, and (a) decides. `integrable_const_mul_iff` removes the constant in the proof.

```lean
/-- The expansion term of order `k` is integrable near the nucleus exactly when `k ≤ m`. -/
theorem integrableOn_expansionTerm_iff {a R : ℝ} (ha : 0 < a) (hR : 0 < R) (m k : ℕ) :
    IntegrableOn (expansionTerm a m k) (Ioo 0 R) ↔ k ≤ m := by
  have h : EqOn (expansionTerm a m k) (fun r => (-a) ^ k * (r ^ m / r ^ k)) (Ioo 0 R) := by
    intro r _
    show r ^ m * (-(a / r)) ^ k = (-a) ^ k * (r ^ m / r ^ k)
    rw [← neg_div, div_pow]
    ring
  rw [integrableOn_congr_fun h measurableSet_Ioo, ← integrableOn_pow_div_pow_iff hR m k]
  exact integrable_const_mul_iff (IsUnit.mk0 _ (pow_ne_zero k (neg_ne_zero.mpr ha.ne'))) _
```

## (c) The weight without an inner fraction

Show that, for $a,r>0$,
$$w_m(r)=\frac{r^{m+1}}{r+a}.$$

Since $1+a/r=(r+a)/r$, dividing $r^m$ by it gives $r^m\cdot r/(r+a)$.

```lean
/-- For `r > 0` the unexpanded weight equals `r^(m+1) / (r + a)`. -/
theorem regularWeight_eq {a r : ℝ} (hr : 0 < r) (m : ℕ) :
    regularWeight a m r = r ^ (m + 1) / (r + a) := by
  have h : 1 + a / r = (r + a) / r := by field_simp
  rw [regularWeight, h, div_div_eq_mul_div, pow_succ]
```

## (d) Integrability of the unexpanded weight

Show that, for $a>0$ and every $m$,
$$\int_0^R w_m(r)\,dr<\infty .$$

For $R>0$, the form in (c) is continuous on $[0,R]$, because $r+a\ge a>0$ there. It is bounded by $R^{m+1}/a$, so its integral is at most $R^{m+2}/a$. For $R\le0$ the interval $(0,R)$ is empty.

The proof establishes the same continuity as `hc`, obtains integrability on the closed interval and restricts it to the open one.

```lean
/-- The unexpanded weight is integrable on `(0, R)` for every power `m`. -/
theorem integrableOn_regularWeight {a : ℝ} (ha : 0 < a) (R : ℝ) (m : ℕ) :
    IntegrableOn (regularWeight a m) (Ioo 0 R) := by
  have hc : ContinuousOn (fun r : ℝ => r ^ (m + 1) / (r + a)) (Icc 0 R) := by
    apply ContinuousOn.div (by fun_prop) (by fun_prop)
    intro r hr
    have := hr.1
    positivity
  have h : EqOn (regularWeight a m) (fun r => r ^ (m + 1) / (r + a)) (Ioo 0 R) :=
    fun r hr => regularWeight_eq hr.1 m
  rw [integrableOn_congr_fun h measurableSet_Ioo]
  exact hc.integrableOn_Icc.mono_set Ioo_subset_Icc_self
```

## (e) The exact remainder

Show that, for $a,r>0$ and every $N$,
$$w_m(r)-T_{m,N}(r)=\frac{(-a)^N}{r+a}\,\frac{r^{m+1}}{r^N}.$$

Use induction on $N$. For $N=0$ the sum is empty and the formula is (c). For the step, subtract $t_{m,N}(r)=(-a)^N r^m/r^N$ from the remainder after $N$ terms:
$$\frac{(-a)^N r^m}{r^N}\left[\frac{r}{r+a}-1\right]
=\frac{(-a)^N r^m}{r^N}\cdot\frac{-a}{r+a}
=\frac{(-a)^{N+1}}{r+a}\,\frac{r^{m+1}}{r^{N+1}}.$$

The auxiliary statement `aux` is this calculation, with $s$, $p$ and $q$ standing for $(-a)^N$, $r^m$ and $r^N$.

```lean
/-- The exact error made by cutting off the expansion after `N` terms. -/
theorem regularWeight_sub_truncatedWeight {a r : ℝ} (ha : 0 < a) (hr : 0 < r) (m N : ℕ) :
    regularWeight a m r - truncatedWeight a m N r
      = (-a) ^ N * (r ^ (m + 1) / r ^ N) / (r + a) := by
  have hra : r + a ≠ 0 := by positivity
  have aux : ∀ s p q : ℝ, q ≠ 0 →
      s * (p * r / q) / (r + a) - p * (s / q) = s * (-a) * (p * r / (q * r)) / (r + a) := by
    intro s p q hq
    field_simp
    ring
  induction N with
  | zero => simp [truncatedWeight, regularWeight_eq hr]
  | succ N ih =>
    have hs : truncatedWeight a m (N + 1) r
        = truncatedWeight a m N r + expansionTerm a m N r := Finset.sum_range_succ _ _
    rw [hs, ← sub_sub, ih, expansionTerm, ← neg_div, div_pow, pow_succ r m, pow_succ r N,
      pow_succ (-a) N]
    exact aux _ _ _ (pow_ne_zero N hr.ne')
```

## (f) No cancellation between orders

The terms alternate in sign, so their divergences might conceivably cancel in the sum. Show that they do not: for $a,R>0$,
$$T_{m,N}\ \text{is integrable on }(0,R)\iff N\le m+1 .$$

If $N\le m+1$, every order in the sum satisfies $k\le N-1\le m$, and (b) makes each term integrable. For $N=0$ the sum is zero.

Conversely, let $T_{m,N}$ be integrable. By (d), so is the remainder $D=w_m-T_{m,N}$. From (e) and $r+a<R+a$,
$$\frac{r^{m+1}}{r^N}=(r+a)\,a^{-N}|D(r)|\le(R+a)\,a^{-N}|D(r)| .$$
The left side is therefore integrable, and (a), with $m+1$ in place of $m$ and $N$ in place of $k$, gives $N\le m+1$.

In the proof, `hD` is the integrability of $D$, `hg` that of the upper bound, and `Integrable.mono'` performs the comparison. The `calc` block is the displayed inequality.

```lean
/-- The expansion cut off after `N` terms is integrable near the nucleus exactly when
`N ≤ m + 1`. -/
theorem integrableOn_truncatedWeight_iff {a R : ℝ} (ha : 0 < a) (hR : 0 < R) (m N : ℕ) :
    IntegrableOn (truncatedWeight a m N) (Ioo 0 R) ↔ N ≤ m + 1 := by
  constructor
  · intro h
    rw [← integrableOn_pow_div_pow_iff hR (m + 1) N]
    -- the remainder is integrable, and it controls the most singular power
    have hD : Integrable (fun r => regularWeight a m r - truncatedWeight a m N r)
        (volume.restrict (Ioo 0 R)) := Integrable.sub (integrableOn_regularWeight ha R m) h
    have hg := (hD.const_mul ((-a) ^ N)⁻¹).norm.const_mul (R + a)
    have hm : Measurable (fun r : ℝ => r ^ (m + 1) / r ^ N) := by fun_prop
    refine Integrable.mono' hg hm.aestronglyMeasurable ?_
    filter_upwards [ae_restrict_mem measurableSet_Ioo] with r hr
    have hr0 : 0 < r := hr.1
    have hrR : r ≤ R := hr.2.le
    have hs : (-a) ^ N ≠ 0 := pow_ne_zero N (neg_ne_zero.mpr ha.ne')
    have hy : 0 ≤ r ^ (m + 1) / r ^ N := by positivity
    have hra : 0 < r + a := by positivity
    rw [regularWeight_sub_truncatedWeight ha hr0, mul_div_assoc, inv_mul_cancel_left₀ hs,
      Real.norm_of_nonneg hy, Real.norm_of_nonneg (div_nonneg hy hra.le)]
    calc r ^ (m + 1) / r ^ N = (r + a) * (r ^ (m + 1) / r ^ N / (r + a)) :=
          (mul_div_cancel₀ _ hra.ne').symm
      _ ≤ (R + a) * (r ^ (m + 1) / r ^ N / (r + a)) :=
          mul_le_mul_of_nonneg_right (by linarith) (div_nonneg hy hra.le)
  · intro h
    refine MeasureTheory.integrable_finsetSum _ fun k hk => ?_
    have hk' := Finset.mem_range.mp hk
    exact (integrableOn_expansionTerm_iff ha hR m k).mpr (by omega)
```

## (g) The s-state weight

Let $Z,c>0$ and $a=Z/(2c^2)$. Show that $w_2$ is integrable on $(0,1)$, and that
$$t_{2,k}\ \text{integrable}\iff k\le2,\qquad T_{2,N}\ \text{integrable}\iff N\le3 .$$

Set $m=2$ and $R=1$ in (d), (b) and (f). The first failure is at third order, where $|t_{2,3}(r)|=a^3/r$.

The proof checks $a>0$ and combines the three earlier theorems. `Z` and `c` are arbitrary positive real numbers.

```lean
/-- For `a = Z/(2c²)` the unexpanded s-state weight is integrable on `(0, 1)`, its expansion term of
order `k` exactly when `k ≤ 2`, and the sum of the first `N` terms exactly when `N ≤ 3`. -/
theorem expansion_creates_divergences {Z c : ℝ} (hZ : 0 < Z) (hc : 0 < c) :
    IntegrableOn (regularWeight (Z / (2 * c ^ 2)) 2) (Ioo 0 1) ∧
    (∀ k, IntegrableOn (expansionTerm (Z / (2 * c ^ 2)) 2 k) (Ioo 0 1) ↔ k ≤ 2) ∧
    (∀ N, IntegrableOn (truncatedWeight (Z / (2 * c ^ 2)) 2 N) (Ioo 0 1) ↔ N ≤ 3) := by
  have ha : 0 < Z / (2 * c ^ 2) := by positivity
  exact ⟨integrableOn_regularWeight ha 1 2,
    fun k => integrableOn_expansionTerm_iff ha one_pos 2 k,
    fun N => integrableOn_truncatedWeight_iff ha one_pos 2 N⟩
```

On a radial grid this failure need not raise an error. Cut off at an innermost radius $r_{\min}<1$, the third-order integral has magnitude $a^3\ln(1/r_{\min})$, which drifts upwards as the grid is refined towards the nucleus. Coding the weight as `r**3/(r + a)` avoids both the series and a division by zero at the origin.

## (h) Where the series converges

Fix $a,r>0$. Show that
$$\sum_{k=0}^{\infty}t_{m,k}(r)\ \text{converges}\iff r>a .$$

This is a geometric series with nonzero prefactor $r^m$ and ratio $-a/r$. It converges exactly when $a/r<1$. At $r=a$ the terms alternate between $r^m$ and $-r^m$.

`Summable` demands absolute convergence for real series, which for a geometric series is the same condition. The proof removes the prefactor and applies the geometric criterion.

```lean
/-- At a fixed distance `r > 0` from the nucleus the expansion converges exactly when
`r > a`. -/
theorem summable_expansionTerm_iff {a r : ℝ} (ha : 0 < a) (hr : 0 < r) (m : ℕ) :
    Summable (fun k => expansionTerm a m k r) ↔ a < r := by
  simp only [expansionTerm]
  rw [summable_mul_left_iff (pow_ne_zero m hr.ne'), summable_geometric_iff_norm_lt_one,
    norm_neg, Real.norm_of_nonneg (div_pos ha hr).le, div_lt_one hr]
```

## (i) The finite integral in closed form

Show that, for $a>0$,
$$\int_0^1 w_2(r)\,dr=\frac13-\frac a2+a^2-a^3\ln\frac{1+a}{a}.$$

Since $(r+a)(r^2-ar+a^2)=r^3+a^3$, polynomial division gives
$$\frac{r^3}{r+a}=r^2-ar+a^2-\frac{a^3}{r+a}.$$
Integrating term by term from $0$ to $1$ yields $\tfrac13$, $-\tfrac a2$, $a^2$ and $-a^3[\ln(1+a)-\ln a]$. The first three are the integrals of $t_{2,0}$, $t_{2,1}$ and $t_{2,2}$. In place of the divergent third-order integral stands a finite logarithm, which has no power series in $a$ about $a=0$.

The proof differentiates the antiderivative in `hderiv` and applies the fundamental theorem of calculus. At the endpoint $r=0$, Lean's convention $a/0=0$ gives the weight the value $0$, in agreement with the continuous form.

```lean
/-- The integral of the unexpanded s-state weight over `(0, 1)` in closed form, with a
logarithm of `a` at third order. -/
theorem integral_regularWeight {a : ℝ} (ha : 0 < a) :
    ∫ r in (0 : ℝ)..1, regularWeight a 2 r
      = 1 / 3 - a / 2 + a ^ 2 - a ^ 3 * Real.log ((1 + a) / a) := by
  have hpos : ∀ r ∈ uIcc (0 : ℝ) 1, 0 ≤ r := by
    intro r hr
    rw [uIcc_of_le zero_le_one] at hr
    exact hr.1
  have hcongr : EqOn (regularWeight a 2) (fun r => r ^ 3 / (r + a)) (uIcc 0 1) := by
    intro r hr
    rcases (hpos r hr).eq_or_lt with h | h
    · simp [regularWeight, ← h]
    · exact regularWeight_eq h 2
  have hne : ∀ r ∈ uIcc (0 : ℝ) 1, r + a ≠ 0 := by
    intro r hr
    have := hpos r hr
    positivity
  have hcont : ContinuousOn (fun r : ℝ => r ^ 3 / (r + a)) (uIcc 0 1) :=
    ContinuousOn.div (by fun_prop) (by fun_prop) hne
  -- an antiderivative from polynomial division
  have hderiv : ∀ r ∈ uIcc (0 : ℝ) 1, HasDerivAt
      (fun x : ℝ => x ^ 3 / 3 - a / 2 * x ^ 2 + a ^ 2 * x - a ^ 3 * Real.log (x + a))
      (r ^ 3 / (r + a)) r := by
    intro r hr
    have h0 := hne r hr
    have h3 : HasDerivAt (fun x : ℝ => x ^ 3 / 3) (r ^ 2) r :=
      ((hasDerivAt_pow 3 r).div_const 3).congr_deriv (by norm_num)
    have h2 : HasDerivAt (fun x : ℝ => x ^ 2) (2 * r) r :=
      (hasDerivAt_pow 2 r).congr_deriv (by norm_num)
    have hl : HasDerivAt (fun x : ℝ => Real.log (x + a)) (1 / (r + a)) r :=
      ((hasDerivAt_id' r).add_const a).log h0
    refine (((h3.fun_sub (h2.const_mul (a / 2))).fun_add
      ((hasDerivAt_id' r).const_mul (a ^ 2))).fun_sub (hl.const_mul (a ^ 3))).congr_deriv ?_
    field_simp
    ring
  rw [intervalIntegral.integral_congr hcongr,
    intervalIntegral.integral_eq_sub_of_hasDerivAt hderiv hcont.intervalIntegrable,
    Real.log_div (by positivity) ha.ne']
  simp only [zero_add]
  ring

end

end NuclearExpansionDivergence
```

```lean
#print axioms NuclearExpansionDivergence.expansion_creates_divergences
-- 'NuclearExpansionDivergence.expansion_creates_divergences' depends on axioms: [propext, Classical.choice, Quot.sound]
#print axioms NuclearExpansionDivergence.summable_expansionTerm_iff
-- 'NuclearExpansionDivergence.summable_expansionTerm_iff' depends on axioms: [propext, Classical.choice, Quot.sound]
#print axioms NuclearExpansionDivergence.integral_regularWeight
-- 'NuclearExpansionDivergence.integral_regularWeight' depends on axioms: [propext, Classical.choice, Quot.sound]
```

## A nucleus of finite size

If the point nucleus is replaced by a uniformly charged sphere, the potential is bounded. Every term $r^2(V/2c^2)^k$ would then be integrable on $(0,1)$, and the divergences in (g) would disappear. Pointwise convergence would still require $|V|<2c^2$, so the difficulty in (h) could remain inside or near the nucleus.
